# For a continuous energy f, N non-interacting cells reach the two-phase minimum to within (max f − min f)/N

## One cell cannot separate, two cells can

Take a material whose energy vanishes at the densities 0 and 1, with a barrier between them: $f(x) = 1 - |2x-1|$. A single cell held at density $1/2$ sits on top of the barrier and has energy 1. Two cells with mean density $1/2$ can take the densities 0 and 1, and their energy is 0. With three cells at the same mean, the densities 0, $1/2$, 1 leave one cell on the barrier, and the average energy is $1/3$.

A macroscopic sample can divide itself between two phases in any proportion. Finitely many cells can do so only up to one leftover cell, whose cost is shared among all $N$.

## Cells, mixtures and the bound

Let $f$ be continuous on $[a,b]$, and let $v\in[a,b]$ be the mean density (not a specific volume). Two minima are compared:

- $E_N$, the least value of $\frac1N\sum_i f(x_i)$ over densities $x_0,\dots,x_{N-1}\in[a,b]$ with $\sum_i x_i = Nv$. In Lean this is `cellMin`, and a configuration is a function `x : Fin N → ℝ`.
- $E_{\rm mix}$, the least value of $t f(p)+(1-t)f(q)$ over phase densities $p,q\in[a,b]$ and fractions $t\in[0,1]$ obeying the lever rule $tp+(1-t)q=v$. In Lean this is `mixtureMin`. The letter $p$ is a density, not a pressure, and $p=q=v$ is the homogeneous state.

Both are defined as infima, and `cellMin_isLeast` and `mixtureMin_isLeast` show that they are attained. With $\Delta=\max f-\min f$ on $[a,b]$, called `spread`, the theorem `phase_separation_gap` states for every $N\ge1$ that

$$0\le E_N-E_{\rm mix}\le \Delta/N .$$

`cellMin_tendsto` adds that $E_N\to E_{\rm mix}$ at fixed $v$. `gap_sharp` shows that the upper bound is attained for every $N\ge1$, by the barrier above at a density that depends on $N$.

The cells have equal volume and no interface energy. The step to a real fluid is the assumption that its free energy is a sum of one fixed function $f$ of the local densities. If the energy of such non-interacting cells is minimised numerically, the bound limits the finite-size error of the exact $N$-cell minimum as an estimate of $E_{\rm mix}$.

## A supporting line gives the lower bound

Write $M=E_{\rm mix}$ and let $a<v<b$. For $p<v<q$ the lever rule gives $t=(q-v)/(q-p)$. Multiplying $M\le tf(p)+(1-t)f(q)$ by $q-p$ and rearranging yields

$$\frac{M-f(p)}{v-p}\le\frac{f(q)-M}{q-v}.$$

Let $\mu$ be the supremum of the left side over $p\in[a,v)$. Then $M+\mu(x-v)\le f(x)$ for all $x\in[a,b]$; at $x=v$ this is the homogeneous mixture. The slope $\mu$ plays the part of a chemical potential. Summing over the cells, where $\sum_i(x_i-v)=0$, gives $NM\le\sum_i f(x_i)$.

If $v$ is an endpoint, the deviations $x_i-v$ all have one sign and sum to zero. Every cell then has density $v$, and $M\le f(v)$ suffices.

## One interface cell gives the upper bound

Take a minimising mixture and write $tN=k+s$ with an integer $0\le k\le N-1$ and $0\le s\le1$. Put $k$ cells at $p$, one at $r=sp+(1-s)q$, and $m=N-k-1$ at $q$. The total density is

$$kp+r+mq=(k+s)p+(m+1-s)q=Nv.$$

The total energy exceeds $N$ times the mixture energy by

$$s\,[f(r)-f(p)]+(1-s)\,[f(r)-f(q)]\le\Delta .$$

Dividing by $N$ gives the bound, and convergence follows by squeezing.

For sharpness, take the barrier energy on $[0,1]$ with $v=1/(2N)$. The densities sum to $1/2$, so no cell passes the top and $f(x_i)=2x_i$. Every configuration therefore has average energy $1/N$. Mixing densities 0 and 1 costs nothing, and $\Delta=1$.

## The Lean file

```lean
import Mathlib

open Set Filter Topology

namespace FiniteCellPhaseSeparation

noncomputable section

/-- Average energies of `N ≥ 1` cells with densities in `[a,b]` and mean density `v`. -/
def cellEnergies (f : ℝ → ℝ) (a b v : ℝ) (N : ℕ) : Set ℝ :=
  {e | ∃ x : Fin N → ℝ, (∀ i, x i ∈ Icc a b) ∧ ∑ i, x i = N * v ∧ e = (∑ i, f (x i)) / N}

/-- Energies of mixtures of two phases `p`, `q` in `[a,b]` whose fractions obey the lever rule. -/
def mixtureEnergies (f : ℝ → ℝ) (a b v : ℝ) : Set ℝ :=
  {e | ∃ p ∈ Icc a b, ∃ q ∈ Icc a b, ∃ t ∈ Icc (0 : ℝ) 1,
    t * p + (1 - t) * q = v ∧ e = t * f p + (1 - t) * f q}

/-- The infimum of the average energy of `N ≥ 1` cells with densities in `[a,b]` and mean density
`v`, for `f` bounded below on `[a,b]` and `v` in `[a,b]`. -/
def cellMin (f : ℝ → ℝ) (a b v : ℝ) (N : ℕ) : ℝ := sInf (cellEnergies f a b v N)

/-- The infimum of the energy over mixtures of two phases in `[a,b]` with mean density `v`, for `f`
bounded below on `[a,b]` and `v` in `[a,b]`. -/
def mixtureMin (f : ℝ → ℝ) (a b v : ℝ) : ℝ := sInf (mixtureEnergies f a b v)

/-- The supremum minus the infimum of `f` on `[a,b]`, for `f` bounded there and `a ≤ b`. -/
def spread (f : ℝ → ℝ) (a b : ℝ) : ℝ := sSup (f '' Icc a b) - sInf (f '' Icc a b)

/-- Cells numbered below `k` have density `p`, cell `k` has density `r`, later cells have `q`. -/
def filling (k : ℕ) (p r q : ℝ) (i : ℕ) : ℝ := if i < k then p else if i = k then r else q

variable {f : ℝ → ℝ} {a b v : ℝ} {N : ℕ}

/-- For continuous `f` and `v` in `[a,b]`, some cell configuration attains the minimum. -/
theorem cellMin_isLeast (hf : ContinuousOn f (Icc a b)) (hv : v ∈ Icc a b) (N : ℕ) :
    IsLeast (cellEnergies f a b v N) (cellMin f a b v N) := by
  let K : Set (Fin N → ℝ) := (Set.univ.pi fun _ => Icc a b) ∩ {x | ∑ i, x i = N * v}
  have hK : IsCompact K := (isCompact_univ_pi fun _ => isCompact_Icc).inter_right
    (isClosed_eq (by fun_prop) (by fun_prop))
  have hc : ContinuousOn (fun x : Fin N → ℝ => (∑ i, f (x i)) / N) K :=
    ContinuousOn.div_const (continuousOn_finsetSum _ fun i _ =>
      hf.comp (continuous_apply i).continuousOn (fun x hx => hx.1 i (Set.mem_univ i))) _
  have hne : K.Nonempty := ⟨fun _ => v, fun _ _ => hv, by simp⟩
  obtain ⟨x, hx, hmin⟩ := hK.exists_isMinOn hne hc
  have h : IsLeast (cellEnergies f a b v N) ((∑ i, f (x i)) / N) := by
    refine ⟨⟨x, fun i => hx.1 i (Set.mem_univ i), hx.2, rfl⟩, ?_⟩
    rintro _ ⟨y, hy, hs, rfl⟩
    exact isMinOn_iff.1 hmin y ⟨fun i _ => hy i, hs⟩
  unfold cellMin
  rw [h.csInf_eq]
  exact h

/-- For continuous `f` and `v` in `[a,b]`, some two-phase mixture attains the minimum. -/
theorem mixtureMin_isLeast (hf : ContinuousOn f (Icc a b)) (hv : v ∈ Icc a b) :
    IsLeast (mixtureEnergies f a b v) (mixtureMin f a b v) := by
  let K : Set (ℝ × ℝ × ℝ) := (Icc a b ×ˢ (Icc a b ×ˢ Icc (0 : ℝ) 1)) ∩
    {z | z.2.2 * z.1 + (1 - z.2.2) * z.2.1 = v}
  have hK : IsCompact K := (isCompact_Icc.prod (isCompact_Icc.prod isCompact_Icc)).inter_right
    (isClosed_eq (by fun_prop) (by fun_prop))
  have h1 : ContinuousOn (fun z : ℝ × ℝ × ℝ => f z.1) K :=
    hf.comp continuous_fst.continuousOn (fun z hz => hz.1.1)
  have h2 : ContinuousOn (fun z : ℝ × ℝ × ℝ => f z.2.1) K :=
    hf.comp (continuous_fst.comp continuous_snd).continuousOn (fun z hz => hz.1.2.1)
  have h3 : ContinuousOn (fun z : ℝ × ℝ × ℝ => z.2.2) K := by fun_prop
  have hc : ContinuousOn
      (fun z : ℝ × ℝ × ℝ => z.2.2 * f z.1 + (1 - z.2.2) * f z.2.1) K :=
    (h3.mul h1).add ((continuousOn_const.sub h3).mul h2)
  have hne : K.Nonempty :=
    ⟨(v, v, 1), ⟨hv, hv, zero_le_one, le_rfl⟩, by simp⟩
  obtain ⟨z, hz, hmin⟩ := hK.exists_isMinOn hne hc
  have h : IsLeast (mixtureEnergies f a b v) (z.2.2 * f z.1 + (1 - z.2.2) * f z.2.1) := by
    refine ⟨⟨z.1, hz.1.1, z.2.1, hz.1.2.1, z.2.2, hz.1.2.2, hz.2, rfl⟩, ?_⟩
    rintro _ ⟨p, hp, q, hq, t, ht, hm, rfl⟩
    exact isMinOn_iff.1 hmin (p, q, t) ⟨⟨hp, hq, ht⟩, hm⟩
  unfold mixtureMin
  rw [h.csInf_eq]
  exact h

/-- If no mixture at an interior density `v` has energy below `M`, then a line through `(v, M)`,
with some slope `μ`, lies nowhere above `f` on `[a,b]`. -/
theorem exists_supporting_line {M : ℝ} (hav : a < v) (hvb : v < b)
    (hM : M ∈ lowerBounds (mixtureEnergies f a b v)) :
    ∃ μ : ℝ, ∀ x ∈ Icc a b, M + μ * (x - v) ≤ f x := by
  -- slopes from the left never exceed slopes to the right
  have key : ∀ p ∈ Icc a b, p < v → ∀ q ∈ Icc a b, v < q →
      (M - f p) / (v - p) ≤ (f q - M) / (q - v) := by
    intro p hp hpv q hq hvq
    have hpq : 0 < q - p := by linarith
    obtain ⟨t, ht0, ht1, ht⟩ : ∃ t : ℝ, 0 ≤ t ∧ t ≤ 1 ∧ t * (q - p) = q - v :=
      ⟨(q - v) / (q - p), div_nonneg (by linarith) hpq.le,
        (div_le_one hpq).2 (by linarith), div_mul_cancel₀ _ hpq.ne'⟩
    have h : M ≤ t * f p + (1 - t) * f q :=
      hM ⟨p, hp, q, hq, t, ⟨ht0, ht1⟩, by linear_combination -ht, rfl⟩
    have h' := mul_le_mul_of_nonneg_right h hpq.le
    have e : (t * f p + (1 - t) * f q) * (q - p) = (q - v) * f p + (v - p) * f q := by
      linear_combination (f p - f q) * ht
    rw [div_le_div_iff₀ (by linarith) (by linarith)]
    linarith
  let S : Set ℝ := {c | ∃ p ∈ Icc a b, p < v ∧ c = (M - f p) / (v - p)}
  have hS : S.Nonempty := ⟨_, a, ⟨le_rfl, by linarith⟩, hav, rfl⟩
  have hub : ∀ q ∈ Icc a b, v < q → ∀ c ∈ S, c ≤ (f q - M) / (q - v) := by
    rintro q hq hvq _ ⟨p, hp, hpv, rfl⟩
    exact key p hp hpv q hq hvq
  refine ⟨sSup S, fun x hx => ?_⟩
  rcases lt_trichotomy x v with h | h | h
  · have h1 : (M - f x) / (v - x) ≤ sSup S :=
      le_csSup ⟨_, hub b ⟨by linarith, le_rfl⟩ hvb⟩ ⟨x, hx, h, rfl⟩
    rw [div_le_iff₀ (by linarith)] at h1
    linarith
  · subst h
    have h1 : M ≤ f x := hM ⟨x, hx, x, hx, 1, ⟨zero_le_one, le_rfl⟩, by ring, by ring⟩
    linarith
  · have h1 : sSup S ≤ (f x - M) / (x - v) := csSup_le hS (hub x hx h)
    rw [le_div_iff₀ (by linarith)] at h1
    linarith

/-- A lower bound on all mixture energies at `v` in `[a,b]` also bounds the average energy of
any `N ≥ 1` cells with mean density `v`. -/
theorem le_cell_energy {M e : ℝ} (hv : v ∈ Icc a b) (hN : 0 < N)
    (hM : M ∈ lowerBounds (mixtureEnergies f a b v)) (he : e ∈ cellEnergies f a b v N) :
    M ≤ e := by
  obtain ⟨x, hx, hs, rfl⟩ := he
  have hd : ∑ i, (x i - v) = 0 := by rw [Finset.sum_sub_distrib, hs]; simp
  have hd' : ∑ i, (v - x i) = 0 := by rw [Finset.sum_sub_distrib, hs]; simp
  have hMv : M ≤ f v := hM ⟨v, hv, v, hv, 1, ⟨zero_le_one, le_rfl⟩, by ring, by ring⟩
  obtain ⟨μ, hμ⟩ : ∃ μ : ℝ, ∀ i, M + μ * (x i - v) ≤ f (x i) := by
    rcases hv.1.eq_or_lt with h | hav
    · -- at an endpoint every cell has density `v`
      have h0 := (Finset.sum_eq_zero_iff_of_nonneg
        (fun i _ => sub_nonneg.2 (h ▸ (hx i).1))).1 hd
      refine ⟨0, fun i => ?_⟩
      have hi : x i = v := by linarith [h0 i (Finset.mem_univ i)]
      rw [hi]; linarith
    · rcases hv.2.eq_or_lt with h | hvb
      · have h0 := (Finset.sum_eq_zero_iff_of_nonneg
          (fun i _ => sub_nonneg.2 (h.symm ▸ (hx i).2))).1 hd'
        refine ⟨0, fun i => ?_⟩
        have hi : x i = v := by linarith [h0 i (Finset.mem_univ i)]
        rw [hi]; linarith
      · obtain ⟨μ, h⟩ := exists_supporting_line hav hvb hM
        exact ⟨μ, fun i => h _ (hx i)⟩
  rw [le_div_iff₀ (Nat.cast_pos.2 hN)]
  calc M * N = ∑ i, (M + μ * (x i - v)) := by
        rw [Finset.sum_add_distrib, ← Finset.mul_sum, hd]; simp [mul_comm]
    _ ≤ ∑ i, f (x i) := Finset.sum_le_sum fun i _ => hμ i

/-- Summing `g` over a filling counts `k` cells at `p`, one at `r` and `m` at `q`. -/
theorem sum_filling {k m : ℕ} (h : N = k + 1 + m) (g : ℝ → ℝ) (p r q : ℝ) :
    ∑ i : Fin N, g (filling k p r q i) = k * g p + g r + m * g q := by
  subst h
  rw [Fin.sum_univ_eq_sum_range (fun i => g (filling k p r q i)) (k + 1 + m)]
  induction m with
  | zero =>
    have h : ∀ i ∈ Finset.range k, g (filling k p r q i) = g p := by
      intro i hi
      simp [filling, Finset.mem_range.mp hi]
    rw [Nat.add_zero, Finset.sum_range_succ, Finset.sum_congr rfl h]
    simp [filling]
  | succ m ih =>
    have h1 : ¬ (k + 1 + m < k) := by omega
    have h2 : ¬ (k + 1 + m = k) := by omega
    have h : filling k p r q (k + 1 + m) = q := by
      simp only [filling, if_neg h1, if_neg h2]
    rw [← Nat.add_assoc, Finset.sum_range_succ, ih, h]
    push_cast
    ring

/-- If `f` varies by at most `C` on `[a,b]`, then `N ≥ 1` cells can imitate any two-phase mixture
at the same mean density with an excess average energy of at most `C / N`. -/
theorem exists_cells_near_mixture {C p q t : ℝ} (hN : 0 < N)
    (hC : ∀ x ∈ Icc a b, ∀ y ∈ Icc a b, f x - f y ≤ C) (hp : p ∈ Icc a b) (hq : q ∈ Icc a b)
    (ht : t ∈ Icc (0 : ℝ) 1) (hv : t * p + (1 - t) * q = v) :
    ∃ e ∈ cellEnergies f a b v N, e ≤ t * f p + (1 - t) * f q + C / N := by
  have hN' : (0 : ℝ) < N := Nat.cast_pos.2 hN
  -- split `t N` into whole cells and the share of one interface cell
  obtain ⟨k, s, hk, hs0, hs1, hts⟩ :
      ∃ (k : ℕ) (s : ℝ), k + 1 ≤ N ∧ 0 ≤ s ∧ 0 ≤ 1 - s ∧ t * N = k + s := by
    rcases ht.2.eq_or_lt with h | h
    · refine ⟨N - 1, 1, by omega, zero_le_one, by norm_num, ?_⟩
      rw [h, Nat.cast_sub (show 1 ≤ N from hN)]
      push_cast
      ring
    · have h0 : 0 ≤ t * N := mul_nonneg ht.1 hN'.le
      have hlt : t * N < N := by nlinarith
      exact ⟨⌊t * N⌋₊, t * N - ⌊t * N⌋₊, (Nat.floor_lt h0).2 hlt,
        by linarith [Nat.floor_le h0], by linarith [Nat.lt_floor_add_one (t * (N : ℝ))],
        by ring⟩
  obtain ⟨m, hm⟩ := Nat.exists_eq_add_of_le hk
  have hc : (N : ℝ) = k + 1 + m := by exact_mod_cast hm
  have hr : s * p + (1 - s) * q ∈ Icc a b := by
    simpa only [smul_eq_mul] using (convex_Icc a b) hp hq hs0 hs1 (by ring)
  refine ⟨_, ⟨fun i => filling k p (s * p + (1 - s) * q) q i, fun i => ?_, ?_, rfl⟩, ?_⟩
  · simp only [filling]
    split_ifs <;> assumption
  · have h := sum_filling hm (fun y => y) p (s * p + (1 - s) * q) q
    refine h.trans ?_
    linear_combination (N : ℝ) * hv - (p - q) * hts - q * hc
  · rw [sum_filling hm f, div_le_iff₀ hN']
    have h1 := mul_le_mul_of_nonneg_left (hC _ hr _ hp) hs0
    have h2 := mul_le_mul_of_nonneg_left (hC _ hr _ hq) hs1
    have hCN : C / N * N = C := div_mul_cancel₀ C hN'.ne'
    have e : (t * f p + (1 - t) * f q + C / N) * N
        = (k + s) * f p + (1 + m - s) * f q + C := by
      linear_combination (f p - f q) * hts + f q * hc + hCN
    rw [e]
    linarith

/-- For continuous `f`, `v` in `[a,b]` and `N ≥ 1`, the `N`-cell minimum lies above the two-phase
minimum by at least zero and at most the spread of `f` divided by `N`. -/
theorem phase_separation_gap (hf : ContinuousOn f (Icc a b)) (hv : v ∈ Icc a b) (hN : 0 < N) :
    mixtureMin f a b v ≤ cellMin f a b v N ∧
      cellMin f a b v N - mixtureMin f a b v ≤ spread f a b / N := by
  have hE := cellMin_isLeast hf hv N
  have hM := mixtureMin_isLeast hf hv
  refine ⟨le_cell_energy hv hN hM.2 hE.1, ?_⟩
  have hK := isCompact_Icc.image_of_continuousOn hf
  have hC : ∀ x ∈ Icc a b, ∀ y ∈ Icc a b, f x - f y ≤ spread f a b := fun x hx y hy =>
    sub_le_sub (le_csSup hK.bddAbove (mem_image_of_mem f hx))
      (csInf_le hK.bddBelow (mem_image_of_mem f hy))
  obtain ⟨p, hp, q, hq, t, ht, hm, he⟩ := hM.1
  obtain ⟨e, hmem, hle⟩ := exists_cells_near_mixture hN hC hp hq ht hm
  linarith [hE.2 hmem]

/-- For continuous `f` and `v` in `[a,b]`, the `N`-cell minimum converges to the two-phase minimum
as the number of cells grows. -/
theorem cellMin_tendsto (hf : ContinuousOn f (Icc a b)) (hv : v ∈ Icc a b) :
    Tendsto (fun N : ℕ => cellMin f a b v N) atTop (𝓝 (mixtureMin f a b v)) := by
  have h : Tendsto (fun N : ℕ => mixtureMin f a b v + spread f a b / N) atTop
      (𝓝 (mixtureMin f a b v)) := by
    simpa using (tendsto_const_div_atTop_nhds_zero_nat (spread f a b)).const_add
      (mixtureMin f a b v)
  refine tendsto_of_tendsto_of_tendsto_of_le_of_le' tendsto_const_nhds h ?_ ?_
  · filter_upwards [eventually_gt_atTop 0] with N hN
    exact (phase_separation_gap hf hv hN).1
  · filter_upwards [eventually_gt_atTop 0] with N hN
    linarith [(phase_separation_gap hf hv hN).2]

/-- A tent-shaped energy barrier between the densities `0` and `1`. -/
def tent (x : ℝ) : ℝ := 1 - |2 * x - 1|

/-- For the tent energy on `[0,1]` at mean density `1/(2N)` with `N ≥ 1`, the cell minimum is `1/N`,
the mixture minimum is `0` and the spread is `1`, so the bound on the gap is attained. -/
theorem gap_sharp (hN : 0 < N) :
    cellMin tent 0 1 (1 / (2 * N)) N = 1 / N ∧ mixtureMin tent 0 1 (1 / (2 * N)) = 0 ∧
      spread tent 0 1 = 1 := by
  have hN' : (0 : ℝ) < N := Nat.cast_pos.2 hN
  have hN1 : (1 : ℝ) ≤ N := by exact_mod_cast hN
  have t0 : tent 0 = 0 := by norm_num [tent]
  have t1 : tent 1 = 0 := by norm_num [tent]
  have hpos : ∀ x ∈ Icc (0 : ℝ) 1, 0 ≤ tent x := fun x hx =>
    sub_nonneg.2 (abs_le.2 ⟨by linarith [hx.1], by linarith [hx.2]⟩)
  have hv : (1 / (2 * N) : ℝ) ∈ Icc (0 : ℝ) 1 :=
    ⟨by positivity, (div_le_one (by positivity)).2 (by linarith)⟩
  have hf : ContinuousOn tent (Icc 0 1) := by
    unfold tent
    fun_prop
  have hmax : IsGreatest (tent '' Icc 0 1) 1 := by
    refine ⟨⟨1 / 2, ⟨by norm_num, by norm_num⟩, by norm_num [tent]⟩, ?_⟩
    rintro _ ⟨x, _, rfl⟩
    exact sub_le_self _ (abs_nonneg _)
  have hmin : IsLeast (tent '' Icc 0 1) 0 := by
    refine ⟨⟨0, ⟨le_rfl, zero_le_one⟩, t0⟩, ?_⟩
    rintro _ ⟨x, hx, rfl⟩
    exact hpos x hx
  have hS : spread tent 0 1 = 1 := by
    unfold spread
    rw [hmax.csSup_eq, hmin.csInf_eq, sub_zero]
  have hM : IsLeast (mixtureEnergies tent 0 1 (1 / (2 * N))) 0 := by
    refine ⟨⟨0, ⟨le_rfl, zero_le_one⟩, 1, ⟨zero_le_one, le_rfl⟩, 1 - 1 / (2 * N),
      ⟨by linarith [hv.2], by linarith [hv.1]⟩, by ring, by rw [t0, t1]; ring⟩, ?_⟩
    rintro _ ⟨p, hp, q, hq, t, ht, _, rfl⟩
    exact add_nonneg (mul_nonneg ht.1 (hpos p hp))
      (mul_nonneg (sub_nonneg.2 ht.2) (hpos q hq))
  have hM0 : mixtureMin tent 0 1 (1 / (2 * N)) = 0 := hM.csInf_eq
  refine ⟨le_antisymm ?_ ?_, hM0, hS⟩
  · have h := (phase_separation_gap hf hv hN).2
    rwa [hM0, hS, sub_zero] at h
  · obtain ⟨x, hx, hs, he⟩ := (cellMin_isLeast hf hv N).1
    have hs' : ∑ i, x i = 1 / 2 := by
      rw [hs]
      field_simp
    -- no cell can pass the top of the barrier
    have hi : ∀ i, 2 * x i ≤ tent (x i) := by
      intro i
      have h := Finset.single_le_sum (fun j _ => (hx j).1) (Finset.mem_univ i)
      rw [hs'] at h
      unfold tent
      rw [abs_of_nonpos (by linarith)]
      linarith
    have hsum : 1 ≤ ∑ i, tent (x i) := by
      calc (1 : ℝ) = ∑ i, 2 * x i := by rw [← Finset.mul_sum, hs']; norm_num
        _ ≤ ∑ i, tent (x i) := Finset.sum_le_sum fun i _ => hi i
    rw [he]
    exact div_le_div_of_nonneg_right hsum hN'.le

end

end FiniteCellPhaseSeparation
```

```lean
#print axioms FiniteCellPhaseSeparation.cellMin_tendsto
-- 'FiniteCellPhaseSeparation.cellMin_tendsto' depends on axioms: [propext, Classical.choice, Quot.sound]
#print axioms FiniteCellPhaseSeparation.gap_sharp
-- 'FiniteCellPhaseSeparation.gap_sharp' depends on axioms: [propext, Classical.choice, Quot.sound]
```

## From the lemmas to the theorems

The two attainment lemmas describe the allowed configurations as a nonempty compact set and minimise a continuous function on it.

`exists_supporting_line` works with any lower bound `M` on the mixture energies. Its `key` step is the slope inequality, `sSup S` is $\mu$, and `lt_trichotomy` separates $x<v$, $x=v$ and $x>v$. `le_cell_energy` treats the endpoints and then sums the line over the cells in its `calc` block.

For the upper bound, `filling` lists the densities, and `sum_filling` adds any function over them by induction on $m$. It serves for both the density and the energy. `exists_cells_near_mixture` chooses $k$ as the integer part of $tN$, except at $t=1$, where $k=N-1$ and $s=1$. The `linear_combination` calls check the two balances.

`phase_separation_gap` applies both bounds to the attained minima. In `gap_sharp` it also supplies $E_N\le1/N$; the reverse inequality comes from `2 * x i ≤ tent (x i)`, summed over the cells.
